# Logarithmic discretization with mean bin energies lowers a flat hybridization by the factor $A(L)$

For every discretization parameter $L>1$, the correction

$$A(L)=\frac{\ln L}{2}\,\frac{L+1}{L-1}$$

is strictly increasing and satisfies $1<A(L)<1+(\ln L)^2/12$. A flat band of hybridization $\Gamma>0$, discretized logarithmically with one level at the mean energy of each bin and without this correction, has the effective hybridization $\Gamma/A(L)<\Gamma$, when level spacings are measured on the logarithmic scale defined below. The relative deficit is below $(\ln L)^2/12$, and its ratio to $(\ln L)^2$ tends to $1/12$ as $L\to1$ from above. In numerical-renormalization-group calculations for quantum impurities that use this discretization, the hybridization $\Gamma$ of a flat band is commonly multiplied by $A(L)$ to compensate.

## From energy bins to the factor $A(L)$

Cut the positive half-band $(0,D]$ at $\varepsilon_n=D/L^n$, with $n=0,1,2,\dots$. The bin between $\varepsilon_{n+1}$ and $\varepsilon_n=L\varepsilon_{n+1}$ is replaced by one level with weight

$$w_n=\int_{\varepsilon_{n+1}}^{\varepsilon_n}\Gamma\,d\varepsilon=\Gamma\,\varepsilon_{n+1}(L-1)$$

and energy

$$E_n=\frac1{w_n}\int_{\varepsilon_{n+1}}^{\varepsilon_n}\Gamma\varepsilon\,d\varepsilon=\frac{\varepsilon_n+\varepsilon_{n+1}}2=\frac{\varepsilon_{n+1}(L+1)}2 .$$

Hence $E_n/E_{n+1}=L$. Since $E_n\propto e^{-n\ln L}$, treating $n$ as continuous gives the local spacing $|dE/dn|=E_n\ln L$. The effective hybridization is the weight divided by this spacing:

$$\Gamma_{\rm eff}=\frac{w_n}{E_n\ln L}=\frac{2\Gamma(L-1)}{(L+1)\ln L}=\frac{\Gamma}{A(L)} .$$

The choice of spacing matters. The plain difference $E_n-E_{n+1}$ would give $2\Gamma L/(L+1)$, which exceeds $\Gamma$.

## Bounds, monotonicity and the small-$\ln L$ limit

Set $y=(\ln L)/2>0$. Then $L=e^{2y}$ and $(L+1)/(L-1)=\cosh y/\sinh y$, so $A=y\cosh y/\sinh y$. Consider three functions that vanish at $y=0$:

$$\begin{aligned}
f_1&=y\cosh y-\sinh y, & f_1'&=y\sinh y,\\
f_2&=(3+y^2)\sinh y-3y\cosh y, & f_2'&=y f_1,\\
f_3&=(3+y^2)y\cosh y-(3+2y^2)\sinh y, & f_3'&=y f_1+y^3\sinh y.
\end{aligned}$$

The first derivative is positive for $y>0$, so $f_1>0$. This makes the other two derivatives positive, so $f_2,f_3>0$. Dividing by $\sinh y$ and writing $\ell=\ln L=2y$ gives

$$1<\frac{12+2\ell^2}{12+\ell^2}<A(L)<1+\frac{\ell^2}{12}.$$

For monotonicity, use $\cosh^2y-\sinh^2y=1$:

$$\frac{d}{dy}\frac{y\cosh y}{\sinh y}=\frac{\sinh y\cosh y-y}{\sinh^2y}>0,$$

because $\sinh y>y$ and $\cosh y\ge1$. As $y$ increases with $L$, so does $A$.

The relative deficit is $\delta=1-1/A$. From $(A-1)^2>0$ follows $1/A>2-A$, hence $\delta<A-1<\ell^2/12$. The lower bound on $A$ gives $\delta>\ell^2/(12+2\ell^2)$. Therefore

$$\frac1{12+2\ell^2}<\frac{\delta}{\ell^2}<\frac1{12},$$

and both bounds tend to $1/12$ as $L\to1$. Finally, starting from $A(L)\Gamma$ instead of $\Gamma$ gives $\Gamma_{\rm eff}=\Gamma$.

## The discretized band in Lean

```lean
import Mathlib

open Filter Topology

namespace LogarithmicDiscretization

noncomputable section
```

The parameter `L` is a real number, and the correction is a real function of it.

```lean
/-- The hybridization correction `A(L) = (ln L)(L+1) / (2(L-1))`, for `L > 1`. -/
def correction (L : ℝ) : ℝ := Real.log L * (L + 1) / (2 * (L - 1))
```

The natural number `n` labels the bins, starting with the one that touches the band edge $D$.

```lean
/-- The bin edges `D / L^n` of a half-band of width `D`, for `L > 1`. -/
def edge (D L : ℝ) (n : ℕ) : ℝ := D / L ^ n
```

The next two definitions are $w_n$ and $E_n$. The hybridization enters as the constant `Γ` under an interval integral, which is the flat-band idealisation. If $\Gamma$ is normalised as $\pi\rho V^2$, with density of states $\rho$ and coupling $V$, the weight is $\pi$ times the squared coupling of the discrete level.

```lean
/-- The integral of the constant hybridization `Γ` over the `n`-th bin, for `L > 1`. -/
def binWeight (Γ D L : ℝ) (n : ℕ) : ℝ :=
  ∫ _ε in (edge D L (n + 1))..(edge D L n), Γ

/-- The mean energy of the `n`-th bin, weighted by the hybridization,
for `Γ, D > 0` and `L > 1`. -/
def binEnergy (Γ D L : ℝ) (n : ℕ) : ℝ :=
  (∫ ε in (edge D L (n + 1))..(edge D L n), Γ * ε) / binWeight Γ D L n
```

The effective hybridization contains the spacing convention, written with the logarithm of the ratio of two actual level energies. The correction $A(L)$ does not occur in it.

```lean
/-- The weight of a discrete level divided by the local level spacing, which is the level energy
times the logarithmic distance to the next level, for `Γ, D > 0` and `L > 1`. -/
def effectiveHybridization (Γ D L : ℝ) (n : ℕ) : ℝ :=
  binWeight Γ D L n /
    (binEnergy Γ D L n * Real.log (binEnergy Γ D L n / binEnergy Γ D L (n + 1)))
```

The deficit $\delta$ is measured relative to the original $\Gamma$.

```lean
/-- The relative deficit of the effective hybridization with respect to `Γ`,
for `Γ, D > 0` and `L > 1`. -/
def deficit (Γ D L : ℝ) (n : ℕ) : ℝ := (Γ - effectiveHybridization Γ D L n) / Γ
```

These definitions describe one half-band with a constant hybridization. An energy-dependent hybridization, the mapping to a chain and the interacting impurity do not enter.

## The effective hybridization of each bin

The midpoint formula first needs the bin to have positive width, `hlt`, so that the weight can be divided out. The integrals are then evaluated and `ring` compares the two sides.

```lean
/-- For `Γ, D > 0` and `L > 1`, the discrete level lies at the midpoint of its bin. -/
theorem binEnergy_eq_midpoint {Γ D L : ℝ} (hΓ : 0 < Γ) (hD : 0 < D) (hL : 1 < L) (n : ℕ) :
    binEnergy Γ D L n = (edge D L n + edge D L (n + 1)) / 2 := by
  have hlt : edge D L (n + 1) < edge D L n := by
    have he : 0 < edge D L n := div_pos hD (pow_pos (by linarith) n)
    have hs : edge D L (n + 1) = edge D L n / L := by
      unfold edge
      rw [pow_succ, div_mul_eq_div_div]
    rw [hs]
    exact div_lt_self he hL
  unfold binEnergy binWeight
  rw [intervalIntegral.integral_const_mul, integral_id, intervalIntegral.integral_const,
    smul_eq_mul, div_eq_iff (mul_pos (sub_pos.2 hlt) hΓ).ne']
  ring
```

In the next proof, `hr` is $E_n/E_{n+1}=L$, while `hw` and `hE` are the expressions for $w_n$ and $E_n$ in terms of $\varepsilon_n/L=\varepsilon_{n+1}$. Substituting them and clearing denominators gives $\Gamma/A(L)$ for every `n`.

```lean
/-- For `Γ, D > 0` and `L > 1`, the discretized band has the effective hybridization `Γ / A(L)`
in every bin. -/
theorem effectiveHybridization_eq {Γ D L : ℝ} (hΓ : 0 < Γ) (hD : 0 < D) (hL : 1 < L) (n : ℕ) :
    effectiveHybridization Γ D L n = Γ / correction L := by
  have hL0 : 0 < L := by linarith
  have he : 0 < edge D L n := div_pos hD (pow_pos hL0 n)
  have hs : ∀ m, edge D L (m + 1) = edge D L m / L := fun m => by
    unfold edge
    rw [pow_succ, div_mul_eq_div_div]
  have hlog : Real.log L ≠ 0 := (Real.log_pos hL).ne'
  have h1 : L - 1 ≠ 0 := by linarith
  have h2 : L + 1 ≠ 0 := by linarith
  -- successive level energies differ by the factor L
  have hr : binEnergy Γ D L n / binEnergy Γ D L (n + 1) = L := by
    rw [binEnergy_eq_midpoint hΓ hD hL, binEnergy_eq_midpoint hΓ hD hL, hs (n + 1), hs n,
      div_eq_iff (by positivity)]
    field_simp
  have hw : binWeight Γ D L n = edge D L n / L * (L - 1) * Γ := by
    unfold binWeight
    rw [intervalIntegral.integral_const, smul_eq_mul, hs n]
    field_simp
  have hE : binEnergy Γ D L n = edge D L n / L * (L + 1) / 2 := by
    rw [binEnergy_eq_midpoint hΓ hD hL, hs n]
    field_simp
  unfold effectiveHybridization correction
  rw [hr, hw, hE]
  field_simp
```

## The hyperbolic inequalities

To pass to $y$, the proof establishes $e^ye^y=L$ and $e^{-y}L=e^y$. These give `hc`, the relation $\cosh y\,(L-1)=\sinh y\,(L+1)$, from which the formula follows by cross-multiplication.

```lean
/-- For `L > 1` and `y = (ln L)/2`, the correction is `y cosh y / sinh y`. -/
theorem correction_eq {L : ℝ} (hL : 1 < L) :
    correction L =
      Real.log L / 2 * Real.cosh (Real.log L / 2) / Real.sinh (Real.log L / 2) := by
  have hs : 0 < Real.sinh (Real.log L / 2) := Real.sinh_pos_iff.2 (half_pos (Real.log_pos hL))
  have hE : Real.exp (Real.log L / 2) * Real.exp (Real.log L / 2) = L := by
    rw [← Real.exp_add, add_halves, Real.exp_log (by linarith)]
  have h1 : Real.exp (-(Real.log L / 2)) * L = Real.exp (Real.log L / 2) := by
    calc Real.exp (-(Real.log L / 2)) * L
        = Real.exp (-(Real.log L / 2)) *
          (Real.exp (Real.log L / 2) * Real.exp (Real.log L / 2)) := by rw [hE]
      _ = Real.exp (Real.log L / 2) := by
          rw [← mul_assoc, ← Real.exp_add, neg_add_cancel, Real.exp_zero, one_mul]
  have hc : Real.cosh (Real.log L / 2) * (L - 1) = Real.sinh (Real.log L / 2) * (L + 1) := by
    rw [Real.cosh_eq, Real.sinh_eq]
    linear_combination h1
  have hd : 2 * (L - 1) ≠ 0 := by linarith
  unfold correction
  rw [div_eq_div_iff hd hs.ne']
  linear_combination (-(Real.log L)) * hc
```

The argument used for all three functions is stated once, for a function differentiable on the whole real line: a positive derivative on $y>0$ makes it strictly increasing on $[0,\infty)$, so for $y>0$ it exceeds its value zero at the origin.

```lean
/-- A real function that is differentiable everywhere, vanishes at zero and has a positive
derivative at every positive argument is positive there. -/
theorem pos_of_deriv {f f' : ℝ → ℝ} (h0 : f 0 = 0) (hd : ∀ y, HasDerivAt f (f' y) y)
    (hp : ∀ y, 0 < y → 0 < f' y) {y : ℝ} (hy : 0 < y) : 0 < f y := by
  have hm : StrictMonoOn f (Set.Ici 0) :=
    strictMonoOn_of_deriv_pos (convex_Ici 0)
      (fun z _ => (hd z).continuousAt.continuousWithinAt)
      (fun z hz => by
        rw [interior_Ici] at hz
        rw [(hd z).deriv]
        exact hp z hz)
  have h := hm (Set.mem_Ici.2 le_rfl) (Set.mem_Ici.2 hy.le) hy
  rwa [h0] at h
```

Here `f1`, `f2` and `f3` state the positivity of $f_1,f_2,f_3$, and each `congr_deriv (by ring)` checks a derivative from the table above. After multiplication by the positive denominators, `linarith` obtains the lower bound from `f3` and the upper one from `f2`.

```lean
/-- For `L > 1`, the correction lies strictly between `(12 + 2 (ln L)²) / (12 + (ln L)²)`
and `1 + (ln L)²/12`. -/
theorem correction_two_sided {L : ℝ} (hL : 1 < L) :
    (12 + 2 * Real.log L ^ 2) / (12 + Real.log L ^ 2) < correction L ∧
      correction L < 1 + Real.log L ^ 2 / 12 := by
  have hy : 0 < Real.log L / 2 := half_pos (Real.log_pos hL)
  have hs := Real.sinh_pos_iff.2 hy
  have hq : ∀ z : ℝ, HasDerivAt (fun y : ℝ => 3 + y ^ 2) (2 * z) z := fun z => by
    simpa using (hasDerivAt_pow 2 z).const_add 3
  have hyc := fun z : ℝ => (hasDerivAt_id' z).fun_mul (Real.hasDerivAt_cosh z)
  have f1 : ∀ z : ℝ, 0 < z → 0 < z * Real.cosh z - Real.sinh z := fun z hz =>
    pos_of_deriv (f := fun y => y * Real.cosh y - Real.sinh y)
      (f' := fun y => y * Real.sinh y) (by simp)
      (fun z => ((hyc z).fun_sub (Real.hasDerivAt_sinh z)).congr_deriv (by ring))
      (fun z hz => mul_pos hz (Real.sinh_pos_iff.2 hz)) hz
  -- both remaining derivatives are positive by the first inequality
  have f2 := pos_of_deriv (f := fun y => (3 + y ^ 2) * Real.sinh y - 3 * (y * Real.cosh y))
    (f' := fun y => y * (y * Real.cosh y - Real.sinh y)) (by simp)
    (fun z => (((hq z).fun_mul (Real.hasDerivAt_sinh z)).fun_sub
      ((hyc z).const_mul 3)).congr_deriv (by ring))
    (fun z hz => mul_pos hz (f1 z hz)) hy
  have f3 := pos_of_deriv
    (f := fun y => (3 + y ^ 2) * (y * Real.cosh y - 2 * Real.sinh y) + 3 * Real.sinh y)
    (f' := fun y => y * (y * Real.cosh y - Real.sinh y) + y ^ 3 * Real.sinh y) (by simp)
    (fun z => (((hq z).fun_mul ((hyc z).fun_sub ((Real.hasDerivAt_sinh z).const_mul 2))).fun_add
      ((Real.hasDerivAt_sinh z).const_mul 3)).congr_deriv (by ring))
    (fun z hz => add_pos (mul_pos hz (f1 z hz))
      (mul_pos (pow_pos hz 3) (Real.sinh_pos_iff.2 hz))) hy
  rw [correction_eq hL]
  constructor
  · rw [div_lt_div_iff₀ (by positivity) hs]
    linarith
  · rw [div_lt_iff₀ hs]
    linarith
```

The lower bound exceeds 1 because $\ell^2>0$.

```lean
/-- For `L > 1`, the correction satisfies `1 < A(L) < 1 + (ln L)²/12`. -/
theorem correction_bounds {L : ℝ} (hL : 1 < L) :
    1 < correction L ∧ correction L < 1 + Real.log L ^ 2 / 12 := by
  have ht : 0 < Real.log L ^ 2 := pow_pos (Real.log_pos hL) 2
  refine ⟨lt_trans ?_ (correction_two_sided hL).1, (correction_two_sided hL).2⟩
  rw [lt_div_iff₀ (by positivity)]
  linarith
```

`StrictMonoOn correction (Set.Ioi 1)` says that $1<a<b$ implies $A(a)<A(b)$. The proof computes the derivative in `hd`, obtains $\sinh z\cosh z>z$ with `nlinarith`, and transfers the result from $y$ to $L$ through the increasing logarithm.

```lean
/-- The correction strictly increases with the discretization parameter `L > 1`. -/
theorem correction_strictMonoOn : StrictMonoOn correction (Set.Ioi 1) := by
  have hd : ∀ z : ℝ, 0 < z → HasDerivAt (fun y => y * Real.cosh y / Real.sinh y)
      ((Real.cosh z * Real.sinh z - z) / Real.sinh z ^ 2) z := fun z hz =>
    (((hasDerivAt_id' z).fun_mul (Real.hasDerivAt_cosh z)).fun_div (Real.hasDerivAt_sinh z)
      (Real.sinh_pos_iff.2 hz).ne').congr_deriv (by
        congr 1
        linear_combination (-z) * Real.cosh_sq_sub_sinh_sq z)
  have hg : StrictMonoOn (fun y => y * Real.cosh y / Real.sinh y) (Set.Ioi 0) := by
    refine strictMonoOn_of_deriv_pos (convex_Ioi 0)
      (fun z hz => (hd z hz).continuousAt.continuousWithinAt) (fun z hz => ?_)
    rw [interior_Ioi] at hz
    have hs := Real.sinh_pos_iff.2 hz
    rw [(hd z hz).deriv]
    refine div_pos ?_ (pow_pos hs 2)
    -- sinh z cosh z exceeds z
    nlinarith [Real.self_lt_sinh_iff.2 hz,
      mul_nonneg (sub_nonneg.2 (Real.one_le_cosh z)) hs.le]
  intro a ha b hb hab
  have ha' : 1 < a := ha
  have hlog := Real.log_lt_log (by linarith) hab
  rw [correction_eq ha, correction_eq hb]
  exact hg (half_pos (Real.log_pos ha)) (half_pos (Real.log_pos hb)) (by linarith)
```

## The deficit and its removal

The underestimate combines $\Gamma_{\rm eff}=\Gamma/A$ with $A>1$. The bound on the deficit uses `h3`, the inequality $2-A<1/A$.

```lean
/-- For `Γ, D > 0` and `L > 1`, the uncorrected discretization underestimates the hybridization
in every bin, with a relative deficit below `(ln L)²/12`. -/
theorem uncorrected_underestimates {Γ D L : ℝ} (hΓ : 0 < Γ) (hD : 0 < D) (hL : 1 < L) (n : ℕ) :
    effectiveHybridization Γ D L n < Γ ∧ deficit Γ D L n < Real.log L ^ 2 / 12 := by
  obtain ⟨h1, h2⟩ := correction_bounds hL
  unfold deficit
  rw [effectiveHybridization_eq hΓ hD hL]
  refine ⟨div_lt_self hΓ h1, ?_⟩
  rw [sub_div, div_self hΓ.ne', div_right_comm, div_self hΓ.ne']
  have h3 : 2 - correction L < 1 / correction L := by
    rw [lt_div_iff₀ (by linarith)]
    nlinarith [pow_pos (sub_pos.2 h1) 2]
  linarith
```

In the limit statement, `𝓝[>] 1` means that $L$ approaches 1 from above, with `Γ`, `D` and the bin `n` held fixed. The proof is the squeeze derived by hand: `hlim` is the limit of the lower bound $1/(12+2\ell^2)$, and the two final blocks prove the inequalities for $L>1$.

```lean
/-- For `Γ, D > 0`, the relative deficit divided by `(ln L)²` tends to `1/12` as `L` tends to `1`
from above. -/
theorem deficit_quadratic {Γ D : ℝ} (hΓ : 0 < Γ) (hD : 0 < D) (n : ℕ) :
    Tendsto (fun L => deficit Γ D L n / Real.log L ^ 2) (𝓝[>] 1) (𝓝 (1 / 12)) := by
  have hc : ContinuousAt (fun L : ℝ => 1 / (12 + 2 * Real.log L ^ 2)) 1 :=
    continuousAt_const.div (continuousAt_const.add (continuousAt_const.mul
      ((Real.continuousAt_log (one_ne_zero : (1 : ℝ) ≠ 0)).pow 2))) (by simp)
  have hlim : Tendsto (fun L : ℝ => 1 / (12 + 2 * Real.log L ^ 2)) (𝓝[>] 1) (𝓝 (1 / 12)) := by
    have h := hc.tendsto.mono_left (nhdsWithin_le_nhds (s := Set.Ioi 1))
    simpa using h
  -- squeeze between the two bounds on the correction
  refine tendsto_of_tendsto_of_tendsto_of_le_of_le' hlim tendsto_const_nhds ?_ ?_
  · filter_upwards [self_mem_nhdsWithin] with L hL
    have ht : 0 < Real.log L ^ 2 := pow_pos (Real.log_pos hL) 2
    have hp : 0 < 12 + 2 * Real.log L ^ 2 := by positivity
    have hA : 0 < correction L := lt_trans one_pos (correction_bounds hL).1
    have h := (correction_two_sided hL).1
    rw [div_lt_iff₀ (by positivity)] at h
    have hi : 1 / correction L ≤ (12 + Real.log L ^ 2) / (12 + 2 * Real.log L ^ 2) := by
      rw [div_le_div_iff₀ hA hp]
      linarith
    have he : (12 + Real.log L ^ 2) / (12 + 2 * Real.log L ^ 2)
        = 1 - 1 / (12 + 2 * Real.log L ^ 2) * Real.log L ^ 2 := by
      rw [div_eq_mul_one_div]
      linear_combination one_div_mul_cancel hp.ne'
    unfold deficit
    rw [effectiveHybridization_eq hΓ hD hL, le_div_iff₀ ht, sub_div, div_self hΓ.ne',
      div_right_comm, div_self hΓ.ne']
    linarith
  · filter_upwards [self_mem_nhdsWithin] with L hL
    rw [div_le_iff₀ (pow_pos (Real.log_pos hL) 2)]
    linarith [(uncorrected_underestimates hΓ hD hL n).2]
```

The last theorem applies the formula for the effective hybridization to a band of hybridization `correction L * Γ`, and the factor cancels. The recovery of $\Gamma$ holds at every $L>1$, not only near 1.

```lean
/-- For `Γ, D > 0` and `L > 1`, discretizing a band of hybridization `A(L) Γ` gives the effective
hybridization `Γ` in every bin. -/
theorem corrected_exact {Γ D L : ℝ} (hΓ : 0 < Γ) (hD : 0 < D) (hL : 1 < L) (n : ℕ) :
    effectiveHybridization (correction L * Γ) D L n = Γ := by
  have hA : 0 < correction L := lt_trans one_pos (correction_bounds hL).1
  rw [effectiveHybridization_eq (mul_pos hA hΓ) hD hL, mul_div_cancel_left₀ Γ hA.ne']

end

end LogarithmicDiscretization
```

```lean
#print axioms LogarithmicDiscretization.binEnergy_eq_midpoint
#print axioms LogarithmicDiscretization.correction_strictMonoOn
#print axioms LogarithmicDiscretization.deficit_quadratic
#print axioms LogarithmicDiscretization.corrected_exact
```

```
'LogarithmicDiscretization.binEnergy_eq_midpoint' depends on axioms: [propext, Classical.choice, Quot.sound]
'LogarithmicDiscretization.correction_strictMonoOn' depends on axioms: [propext, Classical.choice, Quot.sound]
'LogarithmicDiscretization.deficit_quadratic' depends on axioms: [propext, Classical.choice, Quot.sound]
'LogarithmicDiscretization.corrected_exact' depends on axioms: [propext, Classical.choice, Quot.sound]
```
